# In the gap of a harmonic diatomic chain with equal springs, the decay constant per cell is at most log(M/m)

The rate at which the amplitude falls from cell to cell helps to choose how many cells to keep on each side of a defect that vibrates at a gap frequency. For a chain with equal nearest-neighbour springs and alternating masses $m<M$, the amplitude at a gap frequency falls by at most a factor $M/m$ per cell in the perfect chain beside the defect, so a reduction to a fraction $\varepsilon$ of its value, with $0<\varepsilon<1$, takes at least $\log(1/\varepsilon)/\log(M/m)$ cells.

```lean
import Mathlib

open Real

namespace DiatomicChainGap

noncomputable section

/-- Newton's equations for harmonic motion with squared frequency `y` on a chain with springs `K`;
cell `n` holds a mass `m` with amplitude `u n` and, to its right, a mass `M` with amplitude `v n`. -/
def IsMode (K m M y : ℝ) (u v : ℤ → ℝ) : Prop :=
  ∀ n : ℤ, m * y * u n = K * (2 * u n - v n - v (n - 1)) ∧
    M * y * v n = K * (2 * v n - u n - u (n + 1))

/-- An amplitude that equals `A` in cell `0` and is multiplied by `-exp (-k)` from each cell
to the next. -/
def evanescent (k A : ℝ) (n : ℤ) : ℝ := A * (-exp (-k)) ^ n

/-- The relation between squared frequency `y` and decay constant `k` for modes of the form
`evanescent`, which alternate in sign from cell to cell, and nonzero masses. -/
def GapRelation (K m M y k : ℝ) : Prop :=
  4 * K ^ 2 * cosh (k / 2) ^ 2 = m * M * y * (2 * K * (1 / m + 1 / M) - y)

/-- The evanescent ansatz solves Newton's equations exactly when the two sublattice amplitudes
`A` and `B` solve a pair of linear equations. -/
theorem isMode_evanescent_iff (K m M y k A B : ℝ) :
    IsMode K m M y (evanescent k A) (evanescent k B) ↔
      (2 * K - m * y) * A = K * (1 - exp k) * B ∧
      (2 * K - M * y) * B = K * (1 - exp (-k)) * A := by
  have hE : exp k * exp (-k) = 1 := by rw [← Real.exp_add, add_neg_cancel, Real.exp_zero]
  -- translation by one cell to the right and to the left
  have succ : ∀ (C : ℝ) (n : ℤ),
      evanescent k C (n + 1) = -exp (-k) * evanescent k C n := by
    intro C n
    unfold evanescent
    rw [zpow_add_one₀ (neg_ne_zero.2 (Real.exp_ne_zero _))]
    ring
  have pred : ∀ (C : ℝ) (n : ℤ),
      evanescent k C (n - 1) = -exp k * evanescent k C n := by
    intro C n
    have h := succ C (n - 1)
    rw [sub_add_cancel] at h
    linear_combination exp k * h - evanescent k C (n - 1) * hE
  constructor
  · intro h
    obtain ⟨h1, h2⟩ := h 0
    have e0 : ∀ C : ℝ, evanescent k C 0 = C := by
      intro C
      simp [evanescent]
    rw [pred B 0, e0, e0] at h1
    rw [succ A 0, e0, e0] at h2
    exact ⟨by linear_combination -h1, by linear_combination -h2⟩
  · rintro ⟨h1, h2⟩ n
    rw [pred B n, succ A n]
    unfold evanescent
    exact ⟨by linear_combination -(-exp (-k)) ^ n * h1,
      by linear_combination -(-exp (-k)) ^ n * h2⟩

/-- For nonzero masses the gap relation is the dispersion relation in factored form. -/
theorem gapRelation_iff {K m M y k : ℝ} (hm : m ≠ 0) (hM : M ≠ 0) :
    GapRelation K m M y k ↔
      2 * K ^ 2 * (cosh k - 1) = (2 * K - m * y) * (M * y - 2 * K) := by
  have h1 : cosh k = 2 * cosh (k / 2) ^ 2 - 1 := by
    have h2 := Real.cosh_two_mul (k / 2)
    rw [show 2 * (k / 2) = k by ring] at h2
    linear_combination h2 - Real.cosh_sq (k / 2)
  have h3 : m * M * y * (2 * K * (1 / m + 1 / M) - y)
      = 2 * K * (m + M) * y - m * M * y ^ 2 := by
    have a : m * (1 / m) = 1 := mul_one_div_cancel hm
    have b : M * (1 / M) = 1 := mul_one_div_cancel hM
    linear_combination 2 * K * M * y * a + 2 * K * m * y * b
  unfold GapRelation
  constructor
  · intro h
    linear_combination h + h3 + 2 * K ^ 2 * h1
  · intro h
    linear_combination h - h3 - 2 * K ^ 2 * h1

/-- For nonzero `K`, `m`, `M` and `k`, the chain has a nonzero evanescent mode with decay
constant `k` at squared frequency `y` exactly when the gap relation holds. -/
theorem exists_mode_iff {K m M y k : ℝ} (hK : K ≠ 0) (hm : m ≠ 0) (hM : M ≠ 0) (hk : k ≠ 0) :
    (∃ A B : ℝ, (A ≠ 0 ∨ B ≠ 0) ∧ IsMode K m M y (evanescent k A) (evanescent k B)) ↔
      GapRelation K m M y k := by
  have hE : exp k * exp (-k) = 1 := by rw [← Real.exp_add, add_neg_cancel, Real.exp_zero]
  rw [gapRelation_iff hm hM, Real.cosh_eq]
  constructor
  · rintro ⟨A, B, hAB, h⟩
    obtain ⟨e1, e2⟩ := (isMode_evanescent_iff K m M y k A B).1 h
    -- the determinant of the amplitude equations vanishes
    have hD : (2 * K - m * y) * (2 * K - M * y)
        - K ^ 2 * (1 - exp k) * (1 - exp (-k)) = 0 := by
      rcases hAB with hA | hB
      · apply mul_right_cancel₀ hA
        linear_combination (2 * K - M * y) * e1 + K * (1 - exp k) * e2
      · apply mul_right_cancel₀ hB
        linear_combination (2 * K - m * y) * e2 + K * (1 - exp (-k)) * e1
    linear_combination hD + K ^ 2 * hE
  · intro h
    have hne : 1 - exp k ≠ 0 := sub_ne_zero.2 (fun h1 => hk (by simpa using h1.symm))
    refine ⟨K * (1 - exp k), 2 * K - m * y, Or.inl (mul_ne_zero hK hne), ?_⟩
    rw [isMode_evanescent_iff]
    exact ⟨by ring, by linear_combination h - K ^ 2 * hE⟩

/-- For positive masses, if `y` and `k` satisfy the gap relation, then `2 K ^ 2` times the shortfall
of `cosh k` from `cosh (log (M / m))` is `m M` times the squared distance of `y` from
`K (1/m + 1/M)`. -/
theorem cosh_deficit {K m M y k : ℝ} (hm : 0 < m) (hM : 0 < M) (h : GapRelation K m M y k) :
    2 * K ^ 2 * (cosh (log (M / m)) - cosh k)
      = m * M * (y - K * (1 / m + 1 / M)) ^ 2 := by
  have h' := (gapRelation_iff hm.ne' hM.ne').1 h
  rw [Real.cosh_eq (log (M / m)), Real.exp_neg, Real.exp_log (div_pos hM hm), inv_div]
  have hid : K ^ 2 * (M / m + m / M) - 2 * K ^ 2 - (2 * K - m * y) * (M * y - 2 * K)
      = m * M * (y - K * (1 / m + 1 / M)) ^ 2 := by
    field_simp
    ring
  linear_combination hid - h'

/-- For `K > 0` and `0 < m < M`, each squared frequency `y` in the gap has exactly one decay
constant `k > 0`; it is at most `log (M / m)`, with equality exactly at `y = K (1/m + 1/M)`. -/
theorem gap_decay_constant {K m M y : ℝ} (hK : 0 < K) (hm : 0 < m) (hmM : m < M)
    (hy : y ∈ Set.Ioo (2 * K / M) (2 * K / m)) :
    (∃! k : ℝ, 0 < k ∧ GapRelation K m M y k) ∧
      ∀ k : ℝ, 0 < k → GapRelation K m M y k →
        k ≤ log (M / m) ∧ (k = log (M / m) ↔ y = K * (1 / m + 1 / M)) := by
  have hM : 0 < M := hm.trans hmM
  have hK2 : 0 < 2 * K ^ 2 := by positivity
  have mono : ∀ a b : ℝ, 0 < a → 0 < b → cosh a ≤ cosh b → a ≤ b := by
    intro a b ha hb hab
    have h := Real.cosh_le_cosh.1 hab
    rwa [abs_of_pos ha, abs_of_pos hb] at h
  constructor
  · have h1 := (div_lt_iff₀ hM).1 hy.1
    have h2 := (lt_div_iff₀ hm).1 hy.2
    have hP : 0 < (2 * K - m * y) * (M * y - 2 * K) :=
      mul_pos (by linarith) (by linarith)
    -- solve cosh k = c with c > 1 through the logarithm
    obtain ⟨c, hc, hcP⟩ : ∃ c : ℝ, 1 < c ∧
        2 * K ^ 2 * (c - 1) = (2 * K - m * y) * (M * y - 2 * K) := by
      refine ⟨1 + (2 * K - m * y) * (M * y - 2 * K) / (2 * K ^ 2), ?_, ?_⟩
      · linarith [div_pos hP hK2]
      · rw [add_sub_cancel_left]
        field_simp
    have hr : √(c ^ 2 - 1) ^ 2 = c ^ 2 - 1 := Real.sq_sqrt (by nlinarith)
    have hr0 := Real.sqrt_nonneg (c ^ 2 - 1)
    have hinv : (c + √(c ^ 2 - 1))⁻¹ = c - √(c ^ 2 - 1) :=
      inv_eq_of_mul_eq_one_right (by linear_combination -hr)
    have hcosh : cosh (log (c + √(c ^ 2 - 1))) = c := by
      rw [Real.cosh_eq, Real.exp_neg, Real.exp_log (by linarith), hinv]
      ring
    refine ⟨log (c + √(c ^ 2 - 1)), ⟨Real.log_pos (by linarith), ?_⟩, ?_⟩
    · rw [gapRelation_iff hm.ne' hM.ne', hcosh]
      exact hcP
    · rintro k ⟨hk, hg⟩
      have hg' := (gapRelation_iff hm.ne' hM.ne').1 hg
      have hkc : cosh k = c := by
        apply mul_left_cancel₀ hK2.ne'
        linear_combination hg' - hcP
      have hpos : 0 < log (c + √(c ^ 2 - 1)) := Real.log_pos (by linarith)
      exact le_antisymm (mono _ _ hk hpos (by rw [hkc, hcosh]))
        (mono _ _ hpos hk (by rw [hkc, hcosh]))
  · intro k hk hg
    have hL : 0 < log (M / m) := Real.log_pos ((one_lt_div hm).2 hmM)
    have hd := cosh_deficit hm hM hg
    have hnn : 0 ≤ 2 * K ^ 2 * (cosh (log (M / m)) - cosh k) := by
      rw [hd]
      positivity
    have hle : k ≤ log (M / m) :=
      mono _ _ hk hL (sub_nonneg.1 ((mul_nonneg_iff_of_pos_left hK2).1 hnn))
    refine ⟨hle, ?_, ?_⟩
    · intro h
      have h0 : m * M * (y - K * (1 / m + 1 / M)) ^ 2 = 0 := by
        rw [← hd, h, sub_self, mul_zero]
      have h1 := (mul_eq_zero.1 h0).resolve_left (mul_pos hm hM).ne'
      exact sub_eq_zero.1 ((pow_eq_zero_iff two_ne_zero).1 h1)
    · intro h
      have h0 : 2 * K ^ 2 * (cosh (log (M / m)) - cosh k) = 0 := by
        rw [hd, sub_eq_zero.2 h]
        ring
      have h1 := (mul_eq_zero.1 h0).resolve_left hK2.ne'
      exact le_antisymm hle (mono _ _ hL hk (by linarith))

/-- Conversely, for `K > 0` and `0 < m < M`, a number `k > 0` satisfies the gap relation only at
squared frequencies inside the gap. -/
theorem mem_gap_of_relation {K m M y k : ℝ} (hK : 0 < K) (hm : 0 < m) (hmM : m < M)
    (hk : 0 < k) (h : GapRelation K m M y k) : y ∈ Set.Ioo (2 * K / M) (2 * K / m) := by
  have hM : 0 < M := hm.trans hmM
  have h' := (gapRelation_iff hm.ne' hM.ne').1 h
  have hc : 0 < cosh k - 1 := sub_pos.2 (Real.one_lt_cosh.2 hk.ne')
  have hP : 0 < (2 * K - m * y) * (M * y - 2 * K) := by
    rw [← h']
    positivity
  rcases mul_pos_iff.1 hP with ⟨h1, h2⟩ | ⟨h1, h2⟩
  · exact ⟨(div_lt_iff₀ hM).2 (by linarith), (lt_div_iff₀ hm).2 (by linarith)⟩
  · -- both factors negative would need M y < m y with y > 0
    have hy : 0 < y := (mul_pos_iff_of_pos_left hm).1 (by linarith)
    have h3 := mul_lt_mul_of_pos_right hmM hy
    linarith

/-- For positive masses, Newton's equations at squared frequency `K (1/m + 1/M)` are solved by the
ansatz `evanescent` with `k = log (M / m)` and, in cell `0`, amplitude `M` on the mass `m` and `-m`
on the mass `M`. It decays to the right if `m < M`. -/
theorem strongest_decay_mode {K m M : ℝ} (hm : 0 < m) (hM : 0 < M) :
    IsMode K m M (K * (1 / m + 1 / M))
      (evanescent (log (M / m)) M) (evanescent (log (M / m)) (-m)) := by
  rw [isMode_evanescent_iff, Real.exp_neg, Real.exp_log (div_pos hM hm), inv_div]
  constructor <;> field_simp <;> ring

end

end DiatomicChainGap
```

```lean
#print axioms DiatomicChainGap.exists_mode_iff
#print axioms DiatomicChainGap.gap_decay_constant
#print axioms DiatomicChainGap.mem_gap_of_relation
#print axioms DiatomicChainGap.strongest_decay_mode
```

```
'DiatomicChainGap.exists_mode_iff' depends on axioms: [propext, Classical.choice, Quot.sound]
'DiatomicChainGap.gap_decay_constant' depends on axioms: [propext, Classical.choice, Quot.sound]
'DiatomicChainGap.mem_gap_of_relation' depends on axioms: [propext, Classical.choice, Quot.sound]
'DiatomicChainGap.strongest_decay_mode' depends on axioms: [propext, Classical.choice, Quot.sound]
```

## Squared frequency and decay per cell

Cell $n$ holds a mass $m$ with real amplitude $u_n$ and, to its right, a mass $M$ with amplitude $v_n$. All springs have constant $K$, and $y=\omega^2$ is the squared frequency. `IsMode` states Newton's equations for every integer $n$:

$$m y\,u_n=K(2u_n-v_n-v_{n-1}),\qquad M y\,v_n=K(2v_n-u_n-u_{n+1}).$$

`evanescent k A` is the sequence $A(-e^{-k})^n$. The letter $k$ is therefore a dimensionless decay constant per cell, not a wave number. The alternating sign is that of the zone boundary, where the gap between $2K/M$ (top of the acoustic branch) and $2K/m$ (bottom of the optical branch) opens.

With $s=1/m+1/M$, `GapRelation` is the equation

$$4K^2\cosh^2(k/2)=mMy(2Ks-y).$$

It is a definition, but `exists_mode_iff` ties it to the mechanics: for nonzero $K,m,M,k$ it holds exactly when a nonzero evanescent mode exists.

The main theorem, `gap_decay_constant`, takes $K>0$, $0<m<M$ and $y$ in the open gap. Exactly one $k>0$ then satisfies the relation, and $k\le\log(M/m)$, with equality if and only if $y=Ks$. By `mem_gap_of_relation`, a $k>0$ satisfies the relation only for $y$ in the gap. Above the optical branch, at $y>2Ks$, amplitudes can also decay, but without the alternating sign, so `evanescent` does not cover them.

On the infinite chain such a mode grows without limit to the left. On a chain with a defect or an end, it describes the perfect part to the right, and the matching condition at the defect or end, which selects $y$, is not part of the hypotheses.

## From Newton's equations to the gap relation

Put $u_n=A(-e^{-k})^n$ and $v_n=B(-e^{-k})^n$. Then $v_{n-1}=-e^{k}v_n$ and $u_{n+1}=-e^{-k}u_n$, and the common factor cancels:

$$(2K-my)A=K(1-e^{k})B,\qquad (2K-My)B=K(1-e^{-k})A.$$

This is `isMode_evanescent_iff`; its local facts `succ` and `pred` are the two shifts. A nonzero pair $(A,B)$ requires a vanishing determinant:

$$(2K-my)(2K-My)=K^2(1-e^k)(1-e^{-k})=2K^2(1-\cosh k).$$

Lean obtains this by multiplying the determinant by whichever amplitude is nonzero and cancelling it. Conversely, if the determinant vanishes, the pair $A=K(1-e^k)$, $B=2K-my$ solves both equations, and $A\neq0$ because $k\ne0$. Changing the sign gives

$$2K^2(\cosh k-1)=(2K-my)(My-2K).\tag{1}$$

The right side expands to $2K(m+M)y-mMy^2-4K^2$. Inserting $\cosh k=2\cosh^2(k/2)-1$ and $m+M=mMs$ cancels $-4K^2$ and leaves the gap relation. `gapRelation_iff` proves this equivalence, with `linear_combination` doing the algebra.

## One decay constant for each gap frequency

In the gap both factors on the right of (1) are positive, so (1) reads $\cosh k=c$ with

$$c=1+\frac{(2K-my)(My-2K)}{2K^2}>1.$$

The number $k=\log(c+\sqrt{c^2-1})>0$ solves it, because $c+\sqrt{c^2-1}$ has inverse $c-\sqrt{c^2-1}$ and half their sum is $c$. Since $\cosh$ increases strictly on positive numbers (`mono` in the proof), there is no other.

For the converse, $k>0$ makes the product in (1) positive. Two positive factors place $y$ in the gap. Two negative ones would give $my>2K>My$, hence $y>0$ and $m>M$, a contradiction.

## The maximum at $y=Ks$

Let $L=\log(M/m)$, so that $\cosh L=\tfrac12(M/m+m/M)$ and

$$2K^2(\cosh L-1)=\frac{K^2(M-m)^2}{mM}.$$

Completing the square on the right of (1) gives

$$(2K-my)(My-2K)=\frac{K^2(M-m)^2}{mM}-mM(y-Ks)^2.$$

Subtracting (1) yields `cosh_deficit`:

$$2K^2(\cosh L-\cosh k)=mM(y-Ks)^2.$$

The right side is never negative, so $\cosh k\le\cosh L$. As $k$ and $L$ are positive, $k\le L$. Equality holds exactly when the square vanishes, at $y=Ks$.

`strongest_decay_mode` gives the mode there, with $A=M$ and $B=-m$. Since $e^k=M/m$, both sides of each amplitude equation equal $K(M-m)$, which `field_simp` and `ring` confirm.
